# The diagonals of a generalized Schur form give |det(A − zB)| and show whether the pencil is singular for every z

Expand a one-particle wavefunction in \(n\) overlapping atomic orbitals and project the stationary Schrödinger equation onto the same orbitals. The result is the matrix equation

\[
A v = z\,B v ,
\]

where \(A\) is the Hamiltonian matrix, \(B\) the overlap matrix, \(v\) the vector of expansion coefficients and \(z\) the energy. Suppose that the orbitals are linearly dependent. Then some non-zero \(v\) describes the zero function, so that \(Bv = 0\) and also \(Av = 0\). This \(v\) solves the equation for every \(z\), so the existence of a non-zero solution vector no longer singles out any energies. How does this failure show up in the output of an eigensolver?

The QZ algorithm is a solver for general square \(A\) and \(B\). It aims at unitary matrices \(Q\) and \(Z\) for which \(S = Q^\dagger A Z\) and \(T = Q^\dagger B Z\) are both upper triangular. Given such matrices exactly, the answer lies on the two diagonals: \(\det(A - zB)\) vanishes for all \(z\) precisely when \(S_{ii} = T_{ii} = 0\) for some \(i\). Behind this is the formula

\[
|\det(A - zB)| = \prod_{i} |S_{ii} - z\,T_{ii}| \qquad \text{for every complex } z .
\]

For electronic structure in a finite non-orthogonal basis, this means that an exact linear dependence of the basis must appear, in any exact generalized Schur form of \(A\) and \(B\), as a pair of zeros at the same diagonal position.

## The pencil and its triangular form

```lean
import Mathlib

open Matrix

namespace QZAlgorithm
```

The first line loads Mathlib, the mathematical library for Lean. Opening `Matrix` makes the matrix notation available, and the namespace puts the prefix `QZAlgorithm` on the names that follow.

```lean
/-- The matrix pencil `A - z B` at the complex number `z`. -/
def pencil {n : ℕ} (A B : Matrix (Fin n) (Fin n) ℂ) (z : ℂ) : Matrix (Fin n) (Fin n) ℂ :=
  A - z • B
```

This defines the matrix \(A - zB\), called the pencil of \(A\) and \(B\) at \(z\). The type `Matrix (Fin n) (Fin n) ℂ` is that of complex \(n \times n\) matrices. The index type `Fin n` has the elements \(0, 1, \dots, n-1\), so the first diagonal entry is \(S_{00}\). The sign `•` multiplies a matrix by a scalar. Neither matrix has to be Hermitian, and \(B\) may be singular.

```lean
/-- A generalized Schur form of the pair `(A, B)`: unitary `Q` and `Z` bring `A` and `B`
simultaneously to the upper triangular matrices `S` and `T`. -/
structure IsGeneralizedSchur {n : ℕ} (A B Q Z S T : Matrix (Fin n) (Fin n) ℂ) : Prop where
  unitary_left : Q ∈ Matrix.unitaryGroup (Fin n) ℂ
  unitary_right : Z ∈ Matrix.unitaryGroup (Fin n) ℂ
  transform_A : Qᴴ * A * Z = S
  transform_B : Qᴴ * B * Z = T
  upper_S : ∀ i j, j < i → S i j = 0
  upper_T : ∀ i j, j < i → T i j = 0
```

A `structure` with values in `Prop` is a named bundle of conditions. `IsGeneralizedSchur A B Q Z S T` says that six things hold: \(Q\) and \(Z\) are unitary, \(Q^\dagger A Z = S\), \(Q^\dagger B Z = T\), and both \(S\) and \(T\) vanish below the diagonal. Lean writes the conjugate transpose \(Q^\dagger\) as `Qᴴ`. The condition `∀ i j, j < i → S i j = 0` reads: whenever the column index is smaller than the row index, the entry is zero.

The bundle describes the result of a QZ computation in exact arithmetic, and the theorems below take it as a hypothesis. They do not show that every pair of matrices has such a form, and they say nothing about the iteration that computes it, its convergence or its rounding errors.

## Unitary factors change only the phase

```lean
variable {n : ℕ} {A B Q Z S T : Matrix (Fin n) (Fin n) ℂ}

/-- The determinant of a unitary matrix has modulus one. -/
theorem norm_det_unitary {U : Matrix (Fin n) (Fin n) ℂ}
    (hU : U ∈ Matrix.unitaryGroup (Fin n) ℂ) : ‖U.det‖ = 1 := by
  have h : ‖(U * star U).det‖ = 1 := by
    rw [Matrix.mem_unitaryGroup_iff.mp hU, Matrix.det_one, norm_one]
  rw [Matrix.det_mul, Matrix.star_eq_conjTranspose, Matrix.det_conjTranspose,
    norm_mul, norm_star] at h
  nlinarith [norm_nonneg U.det]
```

The `variable` line declares the matrices once for all later statements. The theorem then says that \(|\det U| = 1\) for unitary \(U\); the double bars `‖ ‖` denote the modulus of a complex number. By hand, take the determinant of \(U U^\dagger = 1\):

\[
1 = \det U \,\det U^\dagger = \det U\,\overline{\det U} = |\det U|^2 .
\]

A modulus is non-negative, so it equals 1.

The Lean proof has the same two stages. The intermediate statement `h` begins as \(|\det(UU^\dagger)| = 1\). The command `rw` replaces one side of a known equation by the other, and here it turns `h` into \(|\det U|\,|\det U| = 1\). The tactic `nlinarith`, which handles polynomial inequalities, finishes with the information that \(|\det U| \ge 0\).

```lean
/-- The two unitary matrices carry the pencil of `(A, B)` to the pencil of `(S, T)`. -/
theorem pencil_transform (h : IsGeneralizedSchur A B Q Z S T) (z : ℂ) :
    Qᴴ * pencil A B z * Z = pencil S T z := by
  unfold pencil
  rw [Matrix.mul_sub, Matrix.sub_mul, Matrix.mul_smul, Matrix.smul_mul,
    h.transform_A, h.transform_B]
```

Here `h` is the assumption that the six matrices satisfy the bundle, and its parts are called by name, as in `h.transform_A`. The statement is that the same \(Q\) and \(Z\) carry the whole pencil to triangular form, for each \(z\):

\[
Q^\dagger (A - zB) Z = Q^\dagger A Z - z\,Q^\dagger B Z = S - zT .
\]

The proof distributes the products over the difference, pulls out the scalar and inserts the two transformation equations.

## The determinant formula

```lean
/-- The modulus of `det (A - z B)` is the product of the moduli `|S_ii - z T_ii|` over the
diagonal of the generalized Schur form. -/
theorem norm_det_pencil (h : IsGeneralizedSchur A B Q Z S T) (z : ℂ) :
    ‖(pencil A B z).det‖ = ∏ i, ‖S i i - z * T i i‖ := by
  -- the triangular pencil has the diagonal product as its determinant
  have htri : (pencil S T z).det = ∏ i, (S i i - z * T i i) := by
    have hup : (pencil S T z).BlockTriangular id := by
      intro i j hij
      have hS := h.upper_S i j hij
      have hT := h.upper_T i j hij
      simp [pencil, hS, hT]
    rw [Matrix.det_of_isUpperTriangular hup]
    simp [pencil]
  -- the unitary factors only change the phase of the determinant
  have hnorm : ‖(pencil S T z).det‖ = ‖(pencil A B z).det‖ := by
    rw [← pencil_transform h z, Matrix.det_mul, Matrix.det_mul, Matrix.det_conjTranspose,
      norm_mul, norm_mul, norm_star, norm_det_unitary h.unitary_left,
      norm_det_unitary h.unitary_right, one_mul, mul_one]
  rw [← hnorm, htri, norm_prod]
```

This is the product formula. Its derivation takes three steps.

First, \(S - zT\) is upper triangular, because both of its terms are. The determinant of a triangular matrix is the product of its diagonal entries:

\[
\det(S - zT) = \prod_i (S_{ii} - z\,T_{ii}) .
\]

Second, take determinants in \(Q^\dagger (A - zB) Z = S - zT\):

\[
\overline{\det Q}\;\det(A - zB)\;\det Z = \det(S - zT) .
\]

The outer factors have modulus one, so \(|\det(A - zB)| = |\det(S - zT)|\). Third, the modulus of a product is the product of the moduli, and the formula follows.

In the proof, `htri` is the first step and `hnorm` the second. Mathlib expresses triangularity as `BlockTriangular id`, which for this index order means zero entries below the diagonal. The last line joins the two statements and moves the modulus inside the product.

The moduli are needed because \(\overline{\det Q}\,\det Z\) can be any phase. Since this phase is independent of \(z\), it has no influence on where the determinant vanishes.

## From zeros of the determinant to eigenvalues

```lean
/-- The equation `A v = z B v` has a non-zero solution `v` exactly when the pencil has
zero determinant at `z`. -/
theorem exists_eigenvector_iff_det (A B : Matrix (Fin n) (Fin n) ℂ) (z : ℂ) :
    (∃ v : Fin n → ℂ, v ≠ 0 ∧ A *ᵥ v = z • (B *ᵥ v)) ↔ (pencil A B z).det = 0 := by
  rw [← Matrix.exists_mulVec_eq_zero_iff]
  simp only [pencil, Matrix.sub_mulVec, Matrix.smul_mulVec, sub_eq_zero]
```

This theorem connects the determinant to the original equation, and it needs no Schur form. The notation `*ᵥ` is a matrix acting on a vector, and a vector is a function `Fin n → ℂ` that assigns a component to each index. The left side of `↔` says that some non-zero \(v\) satisfies \(Av = zBv\); the right side says that \(\det(A - zB) = 0\).

By hand, \(Av = zBv\) is the same as \((A - zB)v = 0\), and a square matrix annihilates a non-zero vector exactly when its determinant is zero. The `rw` step brings in this last fact from Mathlib, and `simp only` rewrites \((A - zB)v = 0\) as \(Av = zBv\).

```lean
/-- The pencil is singular at `z` exactly when `S_ii = z T_ii` for some diagonal index. -/
theorem det_pencil_eq_zero_iff (h : IsGeneralizedSchur A B Q Z S T) (z : ℂ) :
    (pencil A B z).det = 0 ↔ ∃ i, S i i = z * T i i := by
  rw [← norm_eq_zero, norm_det_pencil h z, Finset.prod_eq_zero_iff]
  simp only [Finset.mem_univ, true_and, norm_eq_zero, sub_eq_zero]
```

With a generalized Schur form at hand, the determinant test becomes a look at the diagonals: \(\det(A - zB) = 0\) exactly when \(S_{ii} = z\,T_{ii}\) for some \(i\). A complex number is zero exactly when its modulus is zero, and a finite product of numbers is zero exactly when one of its factors is. Applied to the product formula, this gives

\[
\det(A - zB) = 0
\iff |S_{ii} - zT_{ii}| = 0 \text{ for some } i
\iff S_{ii} = zT_{ii} \text{ for some } i .
\]

The `rw` line gives the first equivalence, with `Finset.prod_eq_zero_iff` for the zero factor, and `simp only` gives the second.

The index \(i\) may depend on \(z\). That matters in the next theorem, where a single index has to serve for all \(z\).

## When every energy is a solution

```lean
/-- The pencil is singular for every complex `z` exactly when `S` and `T` have a zero at a
common diagonal position. -/
theorem singular_pencil_iff (h : IsGeneralizedSchur A B Q Z S T) :
    (∀ z : ℂ, (pencil A B z).det = 0) ↔ ∃ i, S i i = 0 ∧ T i i = 0 := by
  constructor
  · intro hall
    -- choose a point away from all the finitely many diagonal ratios
    obtain ⟨z, hz⟩ := Infinite.exists_notMem_finset
      (Finset.univ.image fun i => S i i / T i i)
    obtain ⟨i, hi⟩ := (det_pencil_eq_zero_iff h z).mp (hall z)
    have hT : T i i = 0 := by
      by_contra hT
      exact hz (Finset.mem_image.mpr ⟨i, Finset.mem_univ i, (div_eq_iff hT).mpr hi⟩)
    exact ⟨i, by rw [hi, hT, mul_zero], hT⟩
  · rintro ⟨i, hS, hT⟩ z
    exact (det_pencil_eq_zero_iff h z).mpr ⟨i, by rw [hS, hT, mul_zero]⟩
```

The left side places the quantifier `∀ z` inside the parentheses: the determinant vanishes at every complex \(z\). The right side asks for one position at which both diagonals are zero.

The direction from right to left is short. If \(S_{ii} = T_{ii} = 0\), then \(S_{ii} = zT_{ii}\) holds for every \(z\), and the previous theorem gives a zero determinant each time.

For the other direction, suppose that the determinant vanishes everywhere. There are at most \(n\) ratios \(S_{ii}/T_{ii}\) with \(T_{ii} \neq 0\), and infinitely many complex numbers, so some \(z\) differs from all the ratios. The determinant vanishes at this \(z\) too, hence \(S_{ii} = zT_{ii}\) for some \(i\). If \(T_{ii}\) were non-zero, \(z\) would equal \(S_{ii}/T_{ii}\), against its choice. Therefore \(T_{ii} = 0\), and then \(S_{ii} = z \cdot 0 = 0\).

The tactic `constructor` splits the equivalence into its two directions. `Infinite.exists_notMem_finset` supplies the point \(z\) outside a finite set, and `by_contra` opens the argument by contradiction that yields \(T_{ii} = 0\). Lean's set of ratios runs over all \(i\) and takes \(S_{ii}/0\) to be 0, which at most excludes one further value of \(z\).

For the linearly dependent orbitals, the determinant is zero at every energy, so the theorem forces a common zero on the diagonals. It concerns exact zeros. A computed form has rounding errors. The theorem does not say that a pair of small entries will then appear at a common position, and it supplies no tolerance for counting small entries as zeros.

## The finite eigenvalues of a regular pencil

```lean
/-- If the pencil is non-singular for at least one complex number, its finite generalized
eigenvalues are exactly the ratios `S_ii / T_ii` with `T_ii ≠ 0`. -/
theorem regular_pencil_eigenvalues (h : IsGeneralizedSchur A B Q Z S T)
    (hreg : ∃ w : ℂ, (pencil A B w).det ≠ 0) :
    {z : ℂ | ∃ v : Fin n → ℂ, v ≠ 0 ∧ A *ᵥ v = z • (B *ᵥ v)} =
      {z : ℂ | ∃ i, T i i ≠ 0 ∧ z = S i i / T i i} := by
  ext z
  rw [Set.mem_ofPred_eq, Set.mem_ofPred_eq, exists_eigenvector_iff_det,
    det_pencil_eq_zero_iff h z]
  constructor
  · rintro ⟨i, hi⟩
    -- a vanishing T_ii would force S_ii = 0 and make the whole pencil singular
    have hT : T i i ≠ 0 := by
      intro hT
      obtain ⟨w, hw⟩ := hreg
      exact hw ((singular_pencil_iff h).mpr ⟨i, by rw [hi, hT, mul_zero], hT⟩ w)
    exact ⟨i, hT, (eq_div_iff hT).mpr hi.symm⟩
  · rintro ⟨i, hT, hz⟩
    exact ⟨i, ((eq_div_iff hT).mp hz).symm⟩
```

The new hypothesis `hreg` says that \(\det(A - wB) \neq 0\) for at least one complex \(w\). Such a pencil is called regular. For such a pencil, not every number \(z\) admits a non-zero solution vector. For an invertible overlap matrix \(B\) this is always so, because \(\det(A - wB)\) is then a polynomial in \(w\) with leading coefficient \(\pm\det B \neq 0\).

The conclusion is an equality of two sets. On the left are all \(z\) for which \(Av = zBv\) has a non-zero solution; on the right are the ratios \(S_{ii}/T_{ii}\) with \(T_{ii} \neq 0\).

Let \(z\) be an eigenvalue. By the earlier theorems, \(S_{ii} = zT_{ii}\) for some \(i\). If \(T_{ii}\) were zero, \(S_{ii}\) would be zero as well, and the determinant would vanish everywhere, including at \(w\). So \(T_{ii} \neq 0\) and \(z = S_{ii}/T_{ii}\). Conversely, if \(z = S_{ii}/T_{ii}\) with \(T_{ii} \neq 0\), then \(S_{ii} = zT_{ii}\), and \(z\) is an eigenvalue.

The tactic `ext z` reduces the equality of sets to the question of which \(z\) belong to each. After the rewriting, the two bullets are the two halves of this argument.

Since the two sides are sets, a value that occurs at several positions is listed once, and the theorem makes no statement about multiplicities. Positions with \(T_{ii} = 0\) and \(S_{ii} \neq 0\), conventionally called infinite eigenvalues, contribute nothing to either set.

## A two-by-two pair with a singular B

```lean
/-- An explicit generalized Schur form of a pair of two by two matrices, in which `Q` swaps
the basis vectors and `Z` multiplies the second one by the phase `i`. -/
theorem isGeneralizedSchur_witness :
    IsGeneralizedSchur
      (!![0, 3; 1, 2] : Matrix (Fin 2) (Fin 2) ℂ) !![0, 0; 1, 1]
      !![0, 1; 1, 0] !![1, 0; 0, Complex.I]
      !![1, 2 * Complex.I; 0, 3 * Complex.I] !![1, Complex.I; 0, 0] where
  unitary_left := by
    rw [Matrix.mem_unitaryGroup_iff]
    ext i j
    fin_cases i <;> fin_cases j <;>
      simp [Matrix.mul_apply, Matrix.star_apply, Fin.sum_univ_succ]
  unitary_right := by
    rw [Matrix.mem_unitaryGroup_iff]
    ext i j
    fin_cases i <;> fin_cases j <;>
      simp [Matrix.mul_apply, Matrix.star_apply, Fin.sum_univ_succ]
  transform_A := by
    ext i j
    fin_cases i <;> fin_cases j <;>
      simp [Matrix.mul_apply, Matrix.conjTranspose_apply, Fin.sum_univ_succ]
  transform_B := by
    ext i j
    fin_cases i <;> fin_cases j <;>
      simp [Matrix.mul_apply, Matrix.conjTranspose_apply, Fin.sum_univ_succ]
  upper_S := by
    intro i j hij
    fin_cases i <;> fin_cases j <;> simp_all
  upper_T := by
    intro i j hij
    fin_cases i <;> fin_cases j <;> simp_all

end QZAlgorithm
```

The last theorem exhibits six concrete matrices that satisfy the bundle. The pair \(A\), \(B\) illustrates the algebra only: neither matrix is Hermitian, so they are not a Hamiltonian and an overlap matrix. For a true overlap matrix, a singular \(B\) means linearly dependent orbitals, and the pencil is then singular for every \(z\). In Lean, `!![0, 3; 1, 2]` lists a matrix by rows, with a semicolon between them. The pair and its unitary matrices are

\[
A = \begin{pmatrix} 0 & 3 \\ 1 & 2 \end{pmatrix},\quad
B = \begin{pmatrix} 0 & 0 \\ 1 & 1 \end{pmatrix},\quad
Q = \begin{pmatrix} 0 & 1 \\ 1 & 0 \end{pmatrix},\quad
Z = \begin{pmatrix} 1 & 0 \\ 0 & i \end{pmatrix},
\]

where \(i\) in \(Z\) is the imaginary unit. Multiplication by \(Q^\dagger\) from the left swaps the rows, and multiplication by \(Z\) from the right puts the phase on the second column:

\[
S = \begin{pmatrix} 1 & 2i \\ 0 & 3i \end{pmatrix},\qquad
T = \begin{pmatrix} 1 & i \\ 0 & 0 \end{pmatrix}.
\]

The proof treats the six conditions in turn. `fin_cases` runs through the possible values of the indices, and `simp` does the arithmetic for each entry.

The example also lets the formula be followed in numbers. Directly, \(\det(A - zB) = -3(1 - z)\), while the triangular pencil has \(\det(S - zT) = 3i(1 - z)\). The two differ by a phase and share the modulus \(3|1 - z|\). The matrix \(B\) is singular, yet the pencil is regular, because the zero \(T_{11} = 0\) stands beside \(S_{11} = 3i\). The only finite eigenvalue is \(S_{00}/T_{00} = 1\), with eigenvector \((1, 0)\).

```lean
#print axioms QZAlgorithm.norm_det_pencil
-- 'QZAlgorithm.norm_det_pencil' depends on axioms: [propext, Classical.choice, Quot.sound]
#print axioms QZAlgorithm.regular_pencil_eigenvalues
-- 'QZAlgorithm.regular_pencil_eigenvalues' depends on axioms: [propext, Classical.choice, Quot.sound]
```
